# Pure-state and ensemble densities coincide when the site-density observables are diagonal in a finite basis

Q: Take one particle on two sites, with basis states \(0,1\) and site-density operators \(n_0=\mathrm{diag}(1,0)\), \(n_1=\mathrm{diag}(0,1)\). Here "density operator" means such an observable \(n_i\), not the state. The state \(\Gamma=\begin{pmatrix}3/4&1/4\\1/4&1/4\end{pmatrix}\) is mixed, since \(\operatorname{tr}\Gamma^2=3/4\). Can a single vector have its density?

A: Yes. The traces \(\operatorname{tr}(\Gamma n_0)=3/4\) and \(\operatorname{tr}(\Gamma n_1)=1/4\) involve only the diagonal of \(\Gamma\). The unit vector \(\psi=(\sqrt3/2,\,1/2)\) has \(|\psi_0|^2=3/4\), \(|\psi_1|^2=1/4\), hence the same density, although \(|\psi\rangle\langle\psi|\neq\Gamma\). In general the basis states \(a\) form a finite type `m`, the sites \(i\) any type `ι`, and site \(i\) has real occupation \(\nu_{ia}\) in state \(a\), so \(n_i=\mathrm{diag}(\nu_{ia})_a\).

In Lean 4 with Mathlib:

```lean
import Mathlib

open Matrix
open scoped ComplexOrder

namespace LatticeDensities

noncomputable section

variable {m ι : Type*} [Fintype m] [DecidableEq m]

/-- The density operator of site `i`: the diagonal matrix whose entry on basis state `a` is the
real occupation `ν i a`. -/
def densityOp (ν : ι → m → ℝ) (i : ι) : Matrix m m ℂ :=
  diagonal fun a => (ν i a : ℂ)
```

Q: Is `Γ` a physical state, and is an imaginary part discarded somewhere?

A: `Γ.PosSemidef` includes hermiticity, and `Γ.trace = 1` is normalisation. The bracket `star ψ ⬝ᵥ (n i *ᵥ ψ)` is \(\sum_a\overline{\psi_a}(n_i\psi)_a\), with \(\langle\psi,\psi\rangle=1\) required. The density \(\rho\) is real but both equations hold in \(\mathbb C\), so the expectation values must themselves be real. The sets `ensembleDensities` and `pureDensities` are defined for any family `n` of matrices. The set `mixtures` collects \(\rho_i=\sum_a p_a\nu_{ia}\) over probability vectors \(p\), meaning \(p_a\ge0\), \(\sum_a p_a=1\).

```lean
/-- Real densities with `ρ i = tr (Γ n i)` for a positive semidefinite `Γ` of trace one. -/
def ensembleDensities (n : ι → Matrix m m ℂ) : Set (ι → ℝ) :=
  {ρ | ∃ Γ : Matrix m m ℂ, Γ.PosSemidef ∧ Γ.trace = 1 ∧ ∀ i, (Γ * n i).trace = (ρ i : ℂ)}

/-- Real densities with `ρ i = ⟨ψ, n i ψ⟩` for a unit vector `ψ`. -/
def pureDensities (n : ι → Matrix m m ℂ) : Set (ι → ℝ) :=
  {ρ | ∃ ψ : m → ℂ, star ψ ⬝ᵥ ψ = 1 ∧ ∀ i, star ψ ⬝ᵥ (n i *ᵥ ψ) = (ρ i : ℂ)}

/-- Averages of the occupations `ν i a` over a probability distribution on basis states. -/
def mixtures (ν : ι → m → ℝ) : Set (ι → ℝ) :=
  {ρ | ∃ p : m → ℝ, (∀ a, 0 ≤ p a) ∧ ∑ a, p a = 1 ∧ ∀ i, ρ i = ∑ a, p a * ν i a}
```

Q: Where does diagonality enter?

A: In \((n_i\psi)_a=\nu_{ia}\psi_a\), supplied by `mulVec_diagonal`, which gives
\[\langle\psi,n_i\psi\rangle=\sum_a\overline{\psi_a}\,\nu_{ia}\,\psi_a=\sum_a|\psi_a|^2\nu_{ia},\]
where \(|\psi_a|^2\) is `Complex.normSq (ψ a)`.

```lean
/-- The expectation value of a diagonal density operator is the sum of the occupations weighted
by `|ψ a|²`. -/
theorem expectation_densityOp (ν : ι → m → ℝ) (i : ι) (ψ : m → ℂ) :
    star ψ ⬝ᵥ (densityOp ν i *ᵥ ψ) = ((∑ a, Complex.normSq (ψ a) * ν i a : ℝ) : ℂ) := by
  simp only [densityOp, dotProduct, mulVec_diagonal, Pi.star_apply, Complex.ofReal_sum,
    Complex.ofReal_mul]
  refine Finset.sum_congr rfl fun a _ => ?_
  rw [Complex.normSq_eq_conj_mul_self, Complex.star_def]
  ring
```

It enters again in `htr`: \((\Gamma n_i)_{aa}=\Gamma_{aa}\nu_{ia}\), so \(\operatorname{tr}(\Gamma n_i)=\sum_a\Gamma_{aa}\nu_{ia}\). Positivity on the basis vector \(e_a\) gives \(\Gamma_{aa}=\langle e_a,\Gamma e_a\rangle\ge0\), which is `hΓ.diag_nonneg`. With \(p_a=\operatorname{Re}\Gamma_{aa}\), the real parts of \(\operatorname{tr}\Gamma=1\) and \(\operatorname{tr}(\Gamma n_i)=\rho_i\) read \(\sum_a p_a=1\) and \(\rho_i=\sum_a p_a\nu_{ia}\). Conversely \(\Gamma=\mathrm{diag}(p)\) is positive semidefinite with trace one and gives the mixture.

```lean
/-- For diagonal density operators the ensemble densities are the probabilistic averages of the
occupations of the basis states. -/
theorem ensembleDensities_eq_mixtures (ν : ι → m → ℝ) :
    ensembleDensities (densityOp ν) = mixtures ν := by
  have htr : ∀ (Γ : Matrix m m ℂ) (i : ι),
      (Γ * densityOp ν i).trace = ∑ a, Γ a a * (ν i a : ℂ) := by
    intro Γ i
    simp [Matrix.trace, densityOp, mul_diagonal]
  ext ρ
  constructor
  · -- the populations `Γ a a` are the probabilities
    rintro ⟨Γ, hΓ, h1, h⟩
    refine ⟨fun a => (Γ a a).re, fun a => ?_, ?_, fun i => ?_⟩
    · have h0 : 0 ≤ Γ a a := hΓ.diag_nonneg
      exact (Complex.nonneg_iff.mp h0).1
    · have h2 := congrArg Complex.re h1
      simpa [Matrix.trace, Complex.re_sum] using h2
    · have h2 := congrArg Complex.re ((h i).symm.trans (htr Γ i))
      simpa [Complex.re_sum] using h2
  · -- a diagonal density matrix realises any distribution
    rintro ⟨p, hp, h1, h⟩
    refine ⟨diagonal fun a => (p a : ℂ), ?_, ?_, fun i => ?_⟩
    · rw [posSemidef_diagonal_iff]
      intro a
      exact Complex.zero_le_real.mpr (hp a)
    · rw [trace_diagonal, ← Complex.ofReal_sum, h1, Complex.ofReal_one]
    · rw [htr, h i]
      simp
```

For a unit vector, \(p_a=|\psi_a|^2\) sums to one by `hN`, and the expectation formula gives the mixture. Conversely \(\psi_a=\sqrt{p_a}\) has \(|\psi_a|^2=p_a\) because \(p_a\ge0\); that is `hs`.

```lean
/-- For diagonal density operators the pure-state densities are the probabilistic averages of the
occupations of the basis states. -/
theorem pureDensities_eq_mixtures (ν : ι → m → ℝ) :
    pureDensities (densityOp ν) = mixtures ν := by
  have hN : ∀ ψ : m → ℂ, star ψ ⬝ᵥ ψ = ((∑ a, Complex.normSq (ψ a) : ℝ) : ℂ) := by
    intro ψ
    simp only [dotProduct, Pi.star_apply, Complex.ofReal_sum]
    refine Finset.sum_congr rfl fun a _ => ?_
    rw [Complex.normSq_eq_conj_mul_self, Complex.star_def]
  ext ρ
  constructor
  · -- the weights `|ψ a|²` are the probabilities
    rintro ⟨ψ, h1, h⟩
    refine ⟨fun a => Complex.normSq (ψ a), fun a => Complex.normSq_nonneg _, ?_, fun i => ?_⟩
    · rw [hN, ← Complex.ofReal_one] at h1
      exact Complex.ofReal_injective h1
    · exact Complex.ofReal_injective ((h i).symm.trans (expectation_densityOp ν i ψ))
  · -- amplitudes `√(p a)` realise any distribution
    rintro ⟨p, hp, h1, h⟩
    have hs : ∀ a, Complex.normSq ((Real.sqrt (p a) : ℝ) : ℂ) = p a := fun a => by
      rw [Complex.normSq_ofReal, Real.mul_self_sqrt (hp a)]
    refine ⟨fun a => ((Real.sqrt (p a) : ℝ) : ℂ), ?_, fun i => ?_⟩
    · rw [hN]
      simp only [hs, h1, Complex.ofReal_one]
    · rw [expectation_densityOp, h i]
      simp only [hs]
```

Q: Unit vectors do not form a convex set. I would have doubted convexity on the pure side.

A: The easy mistake is to mix amplitudes. In your example, averaging \((1,0)\) and \((0,1)\) gives \((1/2,1/2)\), of squared norm \(1/2\) and expectation values \((1/4,1/4)\). One mixes probabilities and takes roots afterwards: \(p=(1/2,1/2)\), \(\psi=(1/\sqrt2,1/\sqrt2)\). Write \(v_a=(\nu_{ia})_i\) for the occupation vector of state \(a\). A mixture is \(\sum_a p_a v_a\), which lies in the convex hull of the \(v_a\) by `sum_mem`. For the reverse inclusion `convexHull_min` needs two facts. Each \(v_a\) is the mixture with all weight on \(a\). And for probability vectors \(p,q\) and \(s,t\ge0\) with \(s+t=1\), the vector \(sp+tq\) is a probability vector whose mixture is the same combination of the two densities.

```lean
/-- The probabilistic averages of the occupations form the convex hull of the occupation vectors
of the basis states. -/
theorem mixtures_eq_convexHull (ν : ι → m → ℝ) :
    mixtures ν = convexHull ℝ (Set.range fun (a : m) (i : ι) => ν i a) := by
  apply Set.Subset.antisymm
  · rintro ρ ⟨p, hp, h1, h⟩
    have hρ : ρ = ∑ a, p a • (fun i => ν i a) := by
      ext i
      simp [Finset.sum_apply, h i]
    rw [hρ]
    exact (convex_convexHull ℝ _).sum_mem (fun a _ => hp a) h1
      (fun a _ => subset_convexHull ℝ _ ⟨a, rfl⟩)
  · apply convexHull_min
    · rintro _ ⟨a, rfl⟩
      refine ⟨fun b => if b = a then 1 else 0, fun b => ?_, by simp, fun i => by simp⟩
      by_cases hb : b = a <;> simp [hb]
    · rintro x ⟨p, hp, hp1, hx⟩ y ⟨q, hq, hq1, hy⟩ s t hs ht hst
      refine ⟨fun a => s * p a + t * q a,
        fun a => add_nonneg (mul_nonneg hs (hp a)) (mul_nonneg ht (hq a)), ?_, fun i => ?_⟩
      · simp only [Finset.sum_add_distrib, ← Finset.mul_sum, hp1, hq1]
        linarith
      · simp only [Pi.add_apply, Pi.smul_apply, smul_eq_mul, hx i, hy i, Finset.mul_sum,
          ← Finset.sum_add_distrib]
        exact Finset.sum_congr rfl fun a _ => by ring
```

Q: Read me the final statement.

A: For every real table \(\nu\), the ensemble densities of the \(n_i\) equal the pure densities, these equal the convex hull of the \(v_a\), and that set is convex. The proof rewrites both sets as the hull. If `m` is empty, no normalised state exists and all these sets are empty.

```lean
/-- For real diagonal density operators the ensemble densities and the pure-state densities are
the same set; it is the convex hull of the occupation vectors of the basis states, and convex. -/
theorem ensemble_eq_pure_and_convex (ν : ι → m → ℝ) :
    ensembleDensities (densityOp ν) = pureDensities (densityOp ν) ∧
    pureDensities (densityOp ν) = convexHull ℝ (Set.range fun (a : m) (i : ι) => ν i a) ∧
    Convex ℝ (pureDensities (densityOp ν)) := by
  rw [ensembleDensities_eq_mixtures, pureDensities_eq_mixtures, mixtures_eq_convexHull]
  exact ⟨rfl, rfl, convex_convexHull ℝ _⟩
```

Q: There are no fermions and no Hamiltonian in it.

A: Correct. Diagonality in a finite basis is assumed through `densityOp`, as holds for site occupations in the occupation-number basis of the site orbitals. For electrons the basis states should all have the same particle number, since a superposition of different electron numbers is not a physical pure state. Every unit vector of \(\mathbb C^m\) counts as a state, so a constraint such as fixed total spin, whose subspace need not be spanned by basis states, is not covered. The hull is not turned into explicit bounds on \(\rho_i\), and nothing is said about ground states of a potential. In density functional theory on a lattice with finitely many basis states and diagonal \(n_i\), a constrained search fixes a density \(\rho\) and minimises an energy over the pure states, or over the ensembles, that have density \(\rho\). By the theorem such states exist for the same convex set of densities in both cases, so the two resulting functionals of \(\rho\) have the same domain; their values are not compared.

Q: Why not assume commuting Hermitian \(n_i\)?

A: That version would be independent of the basis. One would expect it to follow by choosing a common eigenbasis, with joint eigenvalues as \(\nu_{ia}\), but no theorem here carries out that reduction.

Q: Does the equality hold for every Hermitian family?

A: No. Take the Pauli matrices \(\sigma_x,\sigma_y,\sigma_z\) with indices \(0,1,2\).

```lean
/-- The three Pauli matrices. -/
def pauli : Fin 3 → Matrix (Fin 2) (Fin 2) ℂ :=
  ![!![0, 1; 1, 0], !![0, -Complex.I; Complex.I, 0], !![1, 0; 0, -1]]
```

Put \(u=\overline{\psi_0}\psi_1\), \(w=\overline{\psi_1}\psi_0\), \(N_0=|\psi_0|^2\), \(N_1=|\psi_1|^2\). Then `eX`, `eY`, `eZ` give \(\rho_0=u+w\), \(\rho_1=\mathrm i(w-u)\), \(\rho_2=N_0-N_1\), with \(\mathrm i\) the imaginary unit. Since \(uw=N_0N_1\),
\[\rho_0^2+\rho_1^2+\rho_2^2=(u+w)^2-(w-u)^2+(N_0-N_1)^2=4N_0N_1+(N_0-N_1)^2=(N_0+N_1)^2=1.\]
In `key`, `linear_combination` inserts \(\mathrm i^2=-1\) and checks the polynomial identity.

```lean
/-- The vector of expectation values of the Pauli matrices in a unit vector lies on the unit
sphere. -/
theorem pauli_pure_sphere (ρ : Fin 3 → ℝ) (hρ : ρ ∈ pureDensities pauli) :
    ρ 0 ^ 2 + ρ 1 ^ 2 + ρ 2 ^ 2 = 1 := by
  obtain ⟨ψ, hN, h⟩ := hρ
  have eN : star ψ ⬝ᵥ ψ = star (ψ 0) * ψ 0 + star (ψ 1) * ψ 1 := by
    simp [dotProduct, Fin.sum_univ_two]
  have eX : star ψ ⬝ᵥ (pauli 0 *ᵥ ψ) = star (ψ 0) * ψ 1 + star (ψ 1) * ψ 0 := by
    simp [pauli, dotProduct, Matrix.mulVec, Fin.sum_univ_two]
  have eY : star ψ ⬝ᵥ (pauli 1 *ᵥ ψ)
      = Complex.I * (star (ψ 1) * ψ 0 - star (ψ 0) * ψ 1) := by
    simp [pauli, dotProduct, Matrix.mulVec, Fin.sum_univ_two]
    ring
  have eZ : star ψ ⬝ᵥ (pauli 2 *ᵥ ψ) = star (ψ 0) * ψ 0 - star (ψ 1) * ψ 1 := by
    simp [pauli, dotProduct, Matrix.mulVec, Fin.sum_univ_two]
    ring
  -- the squared length of the vector is the squared norm squared
  have key : (ρ 0 : ℂ) ^ 2 + (ρ 1 : ℂ) ^ 2 + (ρ 2 : ℂ) ^ 2 = (star ψ ⬝ᵥ ψ) ^ 2 := by
    rw [← h 0, ← h 1, ← h 2, eN, eX, eY, eZ]
    linear_combination (star (ψ 1) * ψ 0 - star (ψ 0) * ψ 1) ^ 2 * Complex.I_sq
  rw [hN, one_pow] at key
  exact_mod_cast key
```

So the zero vector is not a pure density (`h0`), while \(\Gamma=\mathrm{diag}(1/2,1/2)\) produces it, the Pauli matrices being traceless. The vectors \((1,0)\) and \((0,1)\) give \((0,0,1)\) and \((0,0,-1)\) in `hu` and `hd`; convexity would put their midpoint, zero, in the pure set. This concerns one family and does not say that every non-diagonal family fails.

```lean
/-- For the Pauli matrices the zero vector is an ensemble density but not a pure-state density,
and the set of pure-state densities is not convex. -/
theorem pauli_counterexample :
    (0 : Fin 3 → ℝ) ∈ ensembleDensities pauli ∧ (0 : Fin 3 → ℝ) ∉ pureDensities pauli ∧
    ¬ Convex ℝ (pureDensities pauli) := by
  have h0 : (0 : Fin 3 → ℝ) ∉ pureDensities pauli := fun h => by
    have h1 := pauli_pure_sphere 0 h
    simp at h1
  refine ⟨⟨diagonal fun _ => (((1 / 2 : ℝ)) : ℂ), ?_, ?_, fun i => ?_⟩, h0, fun hc => ?_⟩
  · rw [posSemidef_diagonal_iff]
    intro a
    exact Complex.zero_le_real.mpr (by norm_num)
  · rw [trace_diagonal, Fin.sum_univ_two]
    norm_num
  · fin_cases i <;> simp [pauli, Matrix.trace_fin_two, diagonal_mul]
  · -- the midpoint of the two poles is the origin
    have hu : (![0, 0, 1] : Fin 3 → ℝ) ∈ pureDensities pauli :=
      ⟨![1, 0], by simp [dotProduct, Fin.sum_univ_two], fun i => by
        fin_cases i <;> simp [pauli, dotProduct, Matrix.mulVec, Fin.sum_univ_two]⟩
    have hd : (![0, 0, -1] : Fin 3 → ℝ) ∈ pureDensities pauli :=
      ⟨![0, 1], by simp [dotProduct, Fin.sum_univ_two], fun i => by
        fin_cases i <;> simp [pauli, dotProduct, Matrix.mulVec, Fin.sum_univ_two]⟩
    have hm := hc hu hd (show (0 : ℝ) ≤ 1 / 2 by norm_num) (show (0 : ℝ) ≤ 1 / 2 by norm_num)
      (by norm_num)
    have hz : (1 / 2 : ℝ) • (![0, 0, 1] : Fin 3 → ℝ) + (1 / 2 : ℝ) • ![0, 0, -1] = 0 := by
      ext i
      fin_cases i <;> simp
    rw [hz] at hm
    exact h0 hm

end

end LatticeDensities
```

```lean
#print axioms LatticeDensities.ensemble_eq_pure_and_convex
#print axioms LatticeDensities.pauli_counterexample
```

```
'LatticeDensities.ensemble_eq_pure_and_convex' depends on axioms: [propext, Classical.choice, Quot.sound]
'LatticeDensities.pauli_counterexample' depends on axioms: [propext, Classical.choice, Quot.sound]
```
